# Folded Spectrum of a Hermitian Matrix: Nearest-Level Minimisers and a Squared Condition Number

Let H be a finite Hermitian matrix and c a real reference energy. A unit vector v minimises the folded energy ⟨v, (H−c)² v⟩ among all unit vectors exactly when v lies in the span of the eigenspaces whose eigenvalues are nearest c. If c is not an eigenvalue, then H−c and (H−c)² are invertible, and the spectral-norm condition number of the second is the square of that of the first.

The result bears on the search for interior eigenstates, such as states near the gap of a quantum dot, when the single-particle Hamiltonian is a finite matrix in an orthonormal basis. Folding turns the interior of the spectrum into the bottom of a new one, and the second statement gives the effect on conditioning.

## The excess energy as a sum of nonnegative terms

Write ⟨u, v⟩ = Σₖ uₖ* vₖ, where the star is complex conjugation. Since H is Hermitian, it has an orthonormal basis of eigenvectors φᵢ with real eigenvalues λᵢ. Set aᵢ = ⟨φᵢ, v⟩, so that

v = Σᵢ aᵢ φᵢ.

Applying H−c twice to an eigenvector gives

(H−c)² φᵢ = (λᵢ−c)² φᵢ.

Because ⟨v, φᵢ⟩ = aᵢ*, the folded energy F(v) is

F(v) = ⟨v, (H−c)² v⟩ = Σᵢ (λᵢ−c)² aᵢ ⟨v, φᵢ⟩ = Σᵢ (λᵢ−c)² |aᵢ|².

The same calculation with the identity in place of (H−c)² gives Σᵢ |aᵢ|² = 1 for a unit vector.

A unit vector exists only if the matrix has at least one row, and then one of the finitely many eigenvalues is nearest c. Call it μ, and let S be the span of all eigenspaces whose eigenvalues are at this smallest distance. Subtracting (μ−c)² Σᵢ |aᵢ|² from F(v) leaves

F(v) − (μ−c)² = Σᵢ [(λᵢ−c)² − (μ−c)²] |aᵢ|² ≥ 0.

Every term is nonnegative, so the sum vanishes only if every term does. For each i, then, either aᵢ = 0 or |λᵢ−c| = |μ−c|. Only eigenvectors in S contribute to v, hence v lies in S.

Conversely, let v lie in S. It is a sum of eigenvectors whose eigenvalues ν satisfy |ν−c| = |μ−c|, and (H−c)² multiplies each of them by (μ−c)². Therefore (H−c)² v = (μ−c)² v and F(v) = (μ−c)². The lower bound is attained, for instance by a basis vector with eigenvalue μ, so the minimisers are exactly the unit vectors in S.

At most two distinct eigenvalues can be nearest, one on each side of c. When there are two, a minimiser need not be an eigenvector of H. For H = diag(−1, 1) and c = 0, the vector (1, 1)/√2 is a minimiser, but H sends it to (−1, 1)/√2.

## Why the condition number is squared

Put A = H−c. It is invertible when c is not an eigenvalue, and A† = A because c is real. With ‖A‖ the largest stretching factor of A on Euclidean vectors, every unit vector v satisfies

‖Av‖² = ⟨v, A² v⟩ ≤ ‖A²‖.

Hence ‖A‖² ≤ ‖A²‖. Since also ‖A²‖ ≤ ‖A‖², the two are equal. The inverse A⁻¹ is self-adjoint too, so the same argument applies to it. With κ(A) = ‖A‖ ‖A⁻¹‖,

κ(A²) = ‖A²‖ ‖(A⁻¹)²‖ = ‖A‖² ‖A⁻¹‖² = κ(A)².

## Counter-examples without the hypotheses

Both statements can fail for matrices that are not Hermitian. Take c = 0 and let H have rows (0, 1) and (0, 0). Then H² = 0, so every unit vector has folded energy 0 and is a minimiser. The only eigenvalue is 0, with eigenspace spanned by (1, 0), and the minimiser (0, 1) lies outside it.

For the condition number, take c = 0 and rows (0, 2) and (1, 0). This matrix is invertible with κ(H) = 2, but H² is twice the identity, so κ(H²) = 1 and not 4.

If c is an eigenvalue, H−c has no inverse and κ is undefined. The description of the minimisers still holds: the minimum is 0, and S is the eigenspace of c.

## Folding in an iterative calculation

A program need not form the matrix (H−c)². It applies H twice:

w = H v − c v

g = H w − c w

F(v) = ⟨v, g⟩ = ‖w‖²

For a unit vector v, the vector g − F(v) v gives the direction of steepest increase on the unit sphere, and a descent method can step against it or against a preconditioned version of it. After convergence to a minimiser, put E = ⟨v, H v⟩. The residual ‖H v − E v‖ shows whether v is an eigenvector, with level E, or a mixture of two equidistant levels. In the second case one can shift c and minimise again, or diagonalise H within the span of v and H v.

If the distances |λᵢ−c| run from 0.01 to 10 in some energy unit, κ is 10³ for H−c and 10⁶ for the folded matrix. This matters directly for linear systems with (H−c)². The minimisation itself is different: near a minimiser, the convergence of plain steepest descent is governed by the gap between the two lowest distinct folded levels, relative to the full width of the folded spectrum, and not by κ.

## The Lean model of the folded Hamiltonian

The finite type `n` labels the basis functions, and `H` is a complex matrix over it. Opening `Matrix.Norms.L2Operator` makes the matrix norm the spectral norm used above.

```lean
import Mathlib

open Matrix
open scoped Matrix.Norms.L2Operator

namespace FoldedSpectrum

noncomputable section

variable {n : Type*} [Fintype n] [DecidableEq n] {H : Matrix n n ℂ}
```

The shift subtracts c times the identity, and the folded matrix is the square of the result.

```lean
/-- The Hamiltonian measured from the reference energy `c`. -/
def shifted (H : Matrix n n ℂ) (c : ℝ) : Matrix n n ℂ := H - (c : ℂ) • 1

/-- The folded Hamiltonian `(H - c)²`. -/
def folded (H : Matrix n n ℂ) (c : ℝ) : Matrix n n ℂ := shifted H c ^ 2
```

The folded energy is defined as a real part, which makes it a real number for any matrix. For Hermitian H nothing is lost, since the expectation value is already real.

```lean
/-- The folded energy: the real part of `⟨v, (H - c)² v⟩`. -/
def foldedEnergy (H : Matrix n n ℂ) (c : ℝ) (v : n → ℂ) : ℝ :=
  (star v ⬝ᵥ (folded H c *ᵥ v)).re
```

Levels are elements of `spectrum ℝ H`, the real numbers μ for which μ−H is not invertible; for a finite matrix these are its real eigenvalues. `IsNearest` allows ties, and `nearestSpace` is the space S, including both eigenspaces when two levels are equidistant from c.

```lean
/-- `μ` is a real eigenvalue of `H` at least as close to `c` as every other one. -/
def IsNearest (H : Matrix n n ℂ) (c μ : ℝ) : Prop :=
  μ ∈ spectrum ℝ H ∧ ∀ ν ∈ spectrum ℝ H, |μ - c| ≤ |ν - c|

/-- The span of the eigenspaces of `H` that belong to the real eigenvalues nearest to `c`, where
only real eigenvalues are compared. -/
def nearestSpace (H : Matrix n n ℂ) (c : ℝ) : Submodule ℂ (n → ℂ) :=
  Submodule.span ℂ {v | ∃ μ, IsNearest H c μ ∧ H *ᵥ v = (μ : ℂ) • v}
```

The condition number takes an element of `(Matrix n n ℂ)ˣ`, a matrix together with its inverse. It therefore cannot be applied to a singular matrix.

```lean
/-- The spectral-norm condition number `‖A‖ ‖A⁻¹‖` of an invertible matrix. -/
def conditionNumber (A : (Matrix n n ℂ)ˣ) : ℝ :=
  ‖(A : Matrix n n ℂ)‖ * ‖((A⁻¹ : (Matrix n n ℂ)ˣ) : Matrix n n ℂ)‖
```

## Modes, amplitudes and expectation values

`mode hH i` is φᵢ, `hH.eigenvalues i` is λᵢ, and `amplitude hH v i` is aᵢ. The argument `hH` is the hypothesis that H is Hermitian.

```lean
/-- The `i`-th vector of an orthonormal eigenbasis of a Hermitian `H`. -/
def mode (hH : H.IsHermitian) (i : n) : n → ℂ := (hH.eigenvectorBasis i).ofLp

/-- The amplitude of the vector `v` on the `i`-th mode of a Hermitian `H`. -/
def amplitude (hH : H.IsHermitian) (v : n → ℂ) (i : n) : ℂ := star (mode hH i) ⬝ᵥ v
```

The next two lemmas translate Mathlib's orthonormal eigenbasis into these terms: each mode is a normalised eigenvector, and v = Σᵢ aᵢ φᵢ.

```lean
/-- Each mode of a Hermitian `H` is a unit eigenvector. -/
theorem mode_spec (hH : H.IsHermitian) (i : n) :
    H *ᵥ mode hH i = (hH.eigenvalues i : ℂ) • mode hH i ∧
      star (mode hH i) ⬝ᵥ mode hH i = 1 := by
  constructor
  · exact (hH.mulVec_eigenvectorBasis i).trans (by ext k; simp [mode])
  · have h := orthonormal_iff_ite.mp hH.eigenvectorBasis.orthonormal i i
    rw [if_pos rfl, EuclideanSpace.inner_eq_star_dotProduct, dotProduct_comm] at h
    exact h

/-- Every vector is the sum of the modes of a Hermitian `H` weighted by its amplitudes. -/
theorem mode_expansion (hH : H.IsHermitian) (v : n → ℂ) :
    ∑ i, amplitude hH v i • mode hH i = v := by
  have h := congrArg WithLp.ofLp (hH.eigenvectorBasis.sum_repr' (WithLp.toLp 2 v))
  rw [WithLp.ofLp_sum] at h
  refine Eq.trans (Finset.sum_congr rfl fun i _ => ?_) h
  rw [WithLp.ofLp_smul, EuclideanSpace.inner_eq_star_dotProduct, dotProduct_comm]
  rfl
```

The expectation-value formula is proved for any matrix `A` that multiplies each φᵢ by a real number `f i`. The proof expands v on the right of the inner product and recognises ⟨v, φᵢ⟩ as aᵢ*. One lemma thus serves both for the folded energy and for the normalisation.

```lean
/-- If `A` multiplies each mode of a Hermitian `H` by a real number `f i`, then `⟨v, A v⟩` is the
sum of the `f i` weighted by the squared moduli of the amplitudes of `v`. -/
theorem expectation_eq_sum (hH : H.IsHermitian) (A : Matrix n n ℂ) (f : n → ℝ)
    (hA : ∀ i, A *ᵥ mode hH i = (f i : ℂ) • mode hH i) (v : n → ℂ) :
    star v ⬝ᵥ (A *ᵥ v) = ((∑ i, f i * Complex.normSq (amplitude hH v i) : ℝ) : ℂ) := by
  have h : A *ᵥ v = ∑ i, (amplitude hH v i * f i) • mode hH i := by
    conv_lhs => rw [← mode_expansion hH v]
    rw [← Matrix.mulVecLin_apply, map_sum]
    refine Finset.sum_congr rfl fun i _ => ?_
    rw [map_smul, Matrix.mulVecLin_apply, hA, smul_smul]
  rw [h, dotProduct_sum, Complex.ofReal_sum]
  refine Finset.sum_congr rfl fun i _ => ?_
  have h2 : star v ⬝ᵥ mode hH i = starRingEnd ℂ (amplitude hH v i) :=
    Matrix.star_dotProduct _ _
  rw [dotProduct_smul, h2, smul_eq_mul, Complex.ofReal_mul, Complex.normSq_eq_conj_mul_self]
  ring
```

Applying the shifted matrix twice to an eigenvector gives the factor (μ−c)².

```lean
/-- If `H v = μ v`, then `(H - c)² v = (μ - c)² v`. -/
theorem folded_mulVec (c : ℝ) {μ : ℝ} {v : n → ℂ} (h : H *ᵥ v = (μ : ℂ) • v) :
    folded H c *ᵥ v = (((μ - c) ^ 2 : ℝ) : ℂ) • v := by
  have h1 : shifted H c *ᵥ v = ((μ : ℂ) - c) • v := by
    rw [shifted, Matrix.sub_mulVec, Matrix.smul_mulVec, Matrix.one_mulVec, h, sub_smul]
  rw [folded, pow_two, ← Matrix.mulVec_mulVec, h1, Matrix.mulVec_smul, h1, smul_smul]
  congr 1
  push_cast
  ring
```

## The lower bound and its equality case

For a unit vector, `foldedEnergy_bound` states that F(v) ≥ (μ−c)², with equality exactly on S. Normalisation is written `star v ⬝ᵥ v = 1`, which is ⟨v, v⟩ = 1.

In the proof, `hE` is the expansion of F(v), `hN` is Σᵢ |aᵢ|² = 1, and `hex` is the formula for the excess energy. `hpos` records that each term is nonnegative. In the equality case every term is zero, and the case split on the product gives the two alternatives found above: a nearest level or a vanishing amplitude. The converse uses induction over the span to show that the folded matrix acts on S as multiplication by (μ−c)².

```lean
/-- For Hermitian `H` with nearest eigenvalue `μ`, the folded energy of a unit vector is at
least `(μ - c)²`, with equality exactly on the span of the nearest eigenspaces. -/
theorem foldedEnergy_bound (hH : H.IsHermitian) {c μ : ℝ} (hμ : IsNearest H c μ)
    {v : n → ℂ} (hv : star v ⬝ᵥ v = 1) :
    (μ - c) ^ 2 ≤ foldedEnergy H c v ∧
      (foldedEnergy H c v = (μ - c) ^ 2 ↔ v ∈ nearestSpace H c) := by
  have hE := congrArg Complex.re (expectation_eq_sum hH (folded H c)
    (fun i => (hH.eigenvalues i - c) ^ 2) (fun i => folded_mulVec c (mode_spec hH i).1) v)
  rw [Complex.ofReal_re] at hE
  have hN : ∑ i, Complex.normSq (amplitude hH v i) = 1 := by
    have h := expectation_eq_sum hH 1 (fun _ => 1) (by simp) v
    simp only [Matrix.one_mulVec, hv, one_mul] at h
    exact_mod_cast h.symm
  -- the excess energy is a sum of nonnegative terms
  have hex : foldedEnergy H c v - (μ - c) ^ 2 = ∑ i,
      ((hH.eigenvalues i - c) ^ 2 - (μ - c) ^ 2) * Complex.normSq (amplitude hH v i) := by
    rw [foldedEnergy, hE]
    simp only [sub_mul, Finset.sum_sub_distrib, ← Finset.mul_sum, hN, mul_one]
  have hlev : ∀ i, hH.eigenvalues i ∈ spectrum ℝ H := fun i => by
    rw [hH.spectrum_real_eq_range_eigenvalues]
    exact ⟨i, rfl⟩
  have hpos : ∀ i ∈ Finset.univ, 0 ≤
      ((hH.eigenvalues i - c) ^ 2 - (μ - c) ^ 2) * Complex.normSq (amplitude hH v i) :=
    fun i _ => mul_nonneg (sub_nonneg.2 (sq_le_sq.2 (hμ.2 _ (hlev i)))) (Complex.normSq_nonneg _)
  refine ⟨by linarith [Finset.sum_nonneg hpos], fun h => ?_, fun h => ?_⟩
  · rw [h, sub_self] at hex
    have hz := (Finset.sum_eq_zero_iff_of_nonneg hpos).1 hex.symm
    rw [← mode_expansion hH v]
    refine Submodule.sum_mem _ fun i hi => ?_
    rcases mul_eq_zero.mp (hz i hi) with h1 | h1
    · have h2 := (sq_eq_sq_iff_abs_eq_abs _ _).1 (sub_eq_zero.mp h1)
      exact Submodule.smul_mem _ _ (Submodule.subset_span ⟨hH.eigenvalues i,
        ⟨hlev i, fun ν hν => h2.le.trans (hμ.2 ν hν)⟩, (mode_spec hH i).1⟩)
    · rw [Complex.normSq_eq_zero.mp h1, zero_smul]
      exact Submodule.zero_mem _
  · -- the folded Hamiltonian multiplies every vector of the nearest span by `(μ - c)²`
    have key : ∀ x ∈ nearestSpace H c,
        folded H c *ᵥ x = (((μ - c) ^ 2 : ℝ) : ℂ) • x := by
      intro x hx
      unfold nearestSpace at hx
      induction hx using Submodule.span_induction with
      | mem x hx =>
        obtain ⟨ν, hν, h⟩ := hx
        rw [folded_mulVec c h, (sq_eq_sq_iff_abs_eq_abs _ _).2
          (le_antisymm (hν.2 μ hμ.1) (hμ.2 ν hν.1))]
      | zero => simp
      | add x y _ _ hx hy => rw [Matrix.mulVec_add, hx, hy, smul_add]
      | smul a x _ hx => rw [Matrix.mulVec_smul, hx, smul_comm]
    rw [foldedEnergy, key v h, dotProduct_smul, hv, smul_eq_mul, mul_one, Complex.ofReal_re]
```

## The minimisers for every real c

The left side of the equivalence says that v has the least folded energy among all unit vectors. No condition on c appears. The proof selects a nearest level from the finite list of eigenvalues. A minimiser cannot have more energy than the corresponding mode, which attains the bound, so it attains the bound as well. Conversely, a unit vector in S has the energy that bounds all others from below.

```lean
/-- For Hermitian `H` and real `c`, a unit vector minimises the folded energy among unit
vectors exactly when it lies in the span of the eigenspaces with eigenvalues nearest to `c`. -/
theorem minimiser_iff (hH : H.IsHermitian) (c : ℝ) {v : n → ℂ} (hv : star v ⬝ᵥ v = 1) :
    (∀ w : n → ℂ, star w ⬝ᵥ w = 1 → foldedEnergy H c v ≤ foldedEnergy H c w) ↔
      v ∈ nearestSpace H c := by
  rcases isEmpty_or_nonempty n with hn | hn
  · simp [dotProduct] at hv
  obtain ⟨i, hmin⟩ := Finite.exists_min fun i => |hH.eigenvalues i - c|
  have hi : IsNearest H c (hH.eigenvalues i) := by
    unfold IsNearest
    rw [hH.spectrum_real_eq_range_eigenvalues]
    exact ⟨⟨i, rfl⟩, by rintro _ ⟨j, rfl⟩; exact hmin j⟩
  have hb := foldedEnergy_bound hH hi hv
  constructor
  · intro h
    -- compare with a nearest mode, which attains the lower bound
    have hm := (foldedEnergy_bound hH hi (mode_spec hH i).2).2.2
      (Submodule.subset_span ⟨_, hi, (mode_spec hH i).1⟩)
    exact hb.2.1 (le_antisymm ((h _ (mode_spec hH i).2).trans hm.le) hb.1)
  · intro h w hw
    exact (hb.2.2 h).le.trans (foldedEnergy_bound hH hi hw).1
```

## The condition number away from the eigenvalues

The hypothesis `c ∉ spectrum ℝ H` says that c is not an eigenvalue. The theorem supplies invertible matrices `A` and `B` equal to H−c and (H−c)², together with the relation between their condition numbers. Since inverses are unique, these are the condition numbers of the two matrices themselves.

The proof obtains invertibility from the hypothesis on c, and `hs` shows that `A` is self-adjoint. `hsq` is the identity ‖U²‖ = ‖U‖² for self-adjoint invertible `U`, taken from Mathlib's C*-identity ‖U†U‖ = ‖U‖². It is used once for `A` and once for its inverse.

The theorems concern finite matrices and the ordinary eigenvalue problem. They do not treat overlap matrices, operators on infinite-dimensional spaces, or the convergence of any algorithm.

```lean
/-- If `H` is Hermitian and `c` is not an eigenvalue, then `H - c` and `(H - c)²` are
invertible, and the condition number of the second is the square of that of the first. -/
theorem conditionNumber_folded (hH : H.IsHermitian) {c : ℝ} (hc : c ∉ spectrum ℝ H) :
    ∃ A B : (Matrix n n ℂ)ˣ, (A : Matrix n n ℂ) = shifted H c ∧
      (B : Matrix n n ℂ) = folded H c ∧ conditionNumber B = conditionNumber A ^ 2 := by
  have hunit : IsUnit (shifted H c) := by
    have e : algebraMap ℝ (Matrix n n ℂ) c = (c : ℂ) • 1 := by
      rw [Algebra.algebraMap_eq_smul_one]
      ext i j
      simp
    have h := (spectrum.notMem_iff.1 hc).neg
    rwa [neg_sub, e] at h
  obtain ⟨A, hA⟩ := hunit
  refine ⟨A, A ^ 2, hA, by rw [Units.val_pow_eq_pow_val, hA, folded], ?_⟩
  have hs : star A = A := by
    apply Units.ext
    rw [Units.coe_star, hA, Matrix.star_eq_conjTranspose, shifted, Matrix.conjTranspose_sub,
      Matrix.conjTranspose_smul, Matrix.conjTranspose_one, hH.eq, Complex.star_def,
      Complex.conj_ofReal]
  -- the C*-identity squares the norm of a self-adjoint matrix
  have hsq : ∀ U : (Matrix n n ℂ)ˣ, star U = U →
      ‖(U : Matrix n n ℂ) * (U : Matrix n n ℂ)‖ =
        ‖(U : Matrix n n ℂ)‖ * ‖(U : Matrix n n ℂ)‖ := by
    intro U hU
    have h := CStarRing.norm_star_mul_self (x := (U : Matrix n n ℂ))
    rwa [← Units.coe_star, hU] at h
  have hi : star A⁻¹ = A⁻¹ := by rw [star_inv, hs]
  unfold conditionNumber
  rw [pow_two A, _root_.mul_inv_rev, Units.val_mul, Units.val_mul, hsq A hs, hsq A⁻¹ hi]
  ring

end

end FoldedSpectrum
```

```lean
#print axioms FoldedSpectrum.minimiser_iff
#print axioms FoldedSpectrum.conditionNumber_folded
```

```
'FoldedSpectrum.minimiser_iff' depends on axioms: [propext, Classical.choice, Quot.sound]
'FoldedSpectrum.conditionNumber_folded' depends on axioms: [propext, Classical.choice, Quot.sound]
```
